# A first-order quartic band shift matches a hydrogenic quantum defect at order $n^{-3}$ exactly when $\delta = 8b/(2l+1)$

If a quantum defect is fitted to an exciton series and put down entirely to the short-range electron–hole interaction, any contribution from non-parabolic bands is credited to the wrong cause. In an isotropic hydrogenic model with kinetic energy $p^2/2 - b\,p^4$, treated to first order in $b$, the two effects look alike at large principal quantum number $n$: both shift the levels by an amount proportional to $n^{-3}$. The development below finds the defect $\delta$ that matches a given $b$ at fixed angular momentum $l$. It uses the closed formula for the mean of $p^4$, which is proved here for the states with $n=l+1$ and taken as given for the rest of the series.

```lean
import Mathlib

open MeasureTheory Set Filter Topology

namespace WannierQuarticDefect

noncomputable section
```

## Units, operators and levels

Lengths and energies are in effective atomic units, set by the reduced mass and the dielectric constant, so the Coulomb attraction is $-1/r$. The real number $b$ stands for the combined quartic non-parabolicity of the electron and hole bands at zero total momentum. A reduced radial function $u(r)$ is $r$ times the radial wavefunction, and on it the squared momentum acts as

$$p^2u = -u'' + \frac{l(l+1)}{r^2}\,u .$$

In Lean, `l` is a natural number and `u` a real function.

```lean
/-- The squared momentum acting on a reduced radial function `u` of angular momentum `l`:
`-u'' + l(l+1) u / r²`, for `r > 0`. -/
def pSq (l : ℕ) (u : ℝ → ℝ) (r : ℝ) : ℝ :=
  -deriv (deriv u) r + l * (l + 1) / r ^ 2 * u r
```

The mean of $p^4$ is the squared norm of $p^2u$ divided by that of $u$, so $u$ need not be normalised. This form also avoids applying $p^2$ twice at the Coulomb singularity.

```lean
/-- The mean of `p⁴` in the state `u`, as the squared norm of `p² u` over that of `u`; for `u`
nonzero, twice continuously differentiable on `r > 0` and tending to 0 as `r → 0`, with both norms
finite. -/
def meanP4 (l : ℕ) (u : ℝ → ℝ) : ℝ :=
  (∫ r in Ioi (0 : ℝ), pSq l u r ^ 2) / ∫ r in Ioi (0 : ℝ), u r ^ 2
```

The unperturbed levels are $E_n=-1/(2n^2)$. The argument of `level` is real, so that a quantum defect can enter as `level (n - δ)`.

```lean
/-- The exciton level `-1/(2n²)` in effective atomic units, for `n ≠ 0`. -/
def level (n : ℝ) : ℝ := -1 / (2 * n ^ 2)
```

For each $l$, the lowest state has $n=l+1$ and no radial node:

$$u(r)=r^{n}e^{-r/n}.$$

Indexing by $l$ lets every $n\ge 1$ occur without subtracting natural numbers.

```lean
/-- The nodeless radial function `r^n exp(-r/n)` with `n = l + 1`. -/
def nodeless (l : ℕ) (r : ℝ) : ℝ := r ^ (l + 1) * Real.exp (-r / (l + 1))
```

The closed formula to be tested on these states is

$$P(n,l)=\frac{8}{(2l+1)n^3}-\frac{3}{n^4}.$$

```lean
/-- The closed formula `8/((2l+1)n³) - 3/n⁴`, for `n ≠ 0` and `2l + 1 ≠ 0`. -/
def p4Formula (n l : ℝ) : ℝ := 8 / ((2 * l + 1) * n ^ 3) - 3 / n ^ 4
```

## The radial equation for the nodeless states

The product rule gives, for $r>0$,

$$u'=\left(\frac nr-\frac1n\right)u .$$

The Lean proof differentiates the power and the exponential separately, then simplifies.

```lean
/-- The logarithmic derivative of the nodeless function is `n/r - 1/n` with `n = l + 1`,
at every `r > 0`. -/
theorem nodeless_hasDerivAt (l : ℕ) {r : ℝ} (hr : 0 < r) :
    HasDerivAt (nodeless l) ((((l : ℝ) + 1) * r⁻¹ - 1 / (l + 1)) * nodeless l r) r := by
  have hr' : r ≠ 0 := hr.ne'
  have hl : (l : ℝ) + 1 ≠ 0 := by positivity
  have h1 : HasDerivAt (fun s : ℝ => s ^ (l + 1)) (((l : ℝ) + 1) * r ^ l) r := by
    simpa using hasDerivAt_pow (l + 1) r
  have h2 : HasDerivAt (fun s : ℝ => -s / ((l : ℝ) + 1)) (-1 / ((l : ℝ) + 1)) r :=
    (hasDerivAt_id' r).fun_neg.div_const _
  refine (h1.fun_mul h2.exp).congr_deriv ?_
  unfold nodeless
  rw [pow_succ]
  field_simp
  ring
```

Differentiating once more,

$$u''=\left[\left(\frac nr-\frac1n\right)^2-\frac n{r^2}\right]u=\left[\frac{n(n-1)}{r^2}-\frac2r+\frac1{n^2}\right]u .$$

Since $n(n-1)=l(l+1)$, the centrifugal term cancels and

$$p^2u=\left(\frac2r-\frac1{n^2}\right)u=2\left(E_n+\frac1r\right)u .$$

A second derivative at $r$ needs the first derivative near $r$, not only at the point; `h1` supplies this.

```lean
/-- On the nodeless state `p²` acts as twice the local kinetic energy `E + 1/r`,
at every `r > 0`. -/
theorem pSq_nodeless (l : ℕ) {r : ℝ} (hr : 0 < r) :
    pSq l (nodeless l) r = 2 * (level (l + 1) + 1 / r) * nodeless l r := by
  have hr' : r ≠ 0 := hr.ne'
  have hl : (l : ℝ) + 1 ≠ 0 := by positivity
  -- the first derivative is known in a neighbourhood of r
  have h1 : deriv (nodeless l) =ᶠ[𝓝 r]
      fun s => (((l : ℝ) + 1) * s⁻¹ - 1 / (l + 1)) * nodeless l s :=
    (lt_mem_nhds hr).mono fun s hs => (nodeless_hasDerivAt l hs).deriv
  have h2 := (((hasDerivAt_inv hr').const_mul ((l : ℝ) + 1)).sub_const
    (1 / ((l : ℝ) + 1))).fun_mul (nodeless_hasDerivAt l hr)
  unfold pSq level
  rw [h1.deriv_eq, h2.deriv]
  field_simp
  ring
```

Halving and subtracting $u/r$ gives the radial hydrogen equation, $\tfrac12p^2u-u/r=E_nu$.

```lean
/-- The nodeless function solves the radial hydrogen equation with `n = l + 1` and
energy `-1/(2n²)`, at every `r > 0`. -/
theorem nodeless_schrodinger (l : ℕ) {r : ℝ} (hr : 0 < r) :
    pSq l (nodeless l) r / 2 - nodeless l r / r = level (l + 1) * nodeless l r := by
  rw [pSq_nodeless l hr]
  ring
```

## The mean of $p^4$

For $c>0$, the substitution $x=cr$ turns the radial moments into Gamma integrals:

$$J_k=\int_0^\infty r^ke^{-cr}\,dr=\frac{k!}{c^{k+1}} .$$

```lean
/-- For `c > 0`, the integral of `r^k exp(-c r)` over `r > 0` is `k!/c^(k+1)`. -/
theorem radial_moment (k : ℕ) {c : ℝ} (hc : 0 < c) :
    ∫ r in Ioi (0 : ℝ), r ^ k * Real.exp (-(c * r)) = k.factorial / c ^ (k + 1) := by
  have h := Real.integral_rpow_mul_exp_neg_mul_Ioi (a := (k : ℝ) + 1) (by positivity) hc
  rw [Real.Gamma_nat_eq_factorial, add_sub_cancel_right] at h
  have e : (1 / c) ^ ((k : ℝ) + 1) = (1 / c) ^ (k + 1) := by
    rw [← Real.rpow_natCast]
    push_cast
    rfl
  rw [e] at h
  simp only [Real.rpow_natCast] at h
  rw [h, one_div, inv_pow]
  ring
```

Here $u^2=r^{2n}e^{-2r/n}$, so $c=2/n$ and $J_{k+1}=(k+1)\frac n2J_k$. The squared norm of $u$ is $J_{2l+2}=(2n)!\,(n/2)^{2n+1}$; dividing $u$ by its square root normalises the state. Expanding $(p^2u)^2=4(E_n+1/r)^2u^2$ gives

$$\int_0^\infty (p^2u)^2\,dr=4E_n^2J_{2l+2}+8E_nJ_{2l+1}+4J_{2l}.$$

The recursion (`hrec`) yields the normalised means

$$\left\langle\frac1r\right\rangle=\frac{J_{2l+1}}{J_{2l+2}}=\frac1{n^2},\qquad \left\langle\frac1{r^2}\right\rangle=\frac{J_{2l}}{J_{2l+2}}=\frac2{(2l+1)n^3},$$

and therefore

$$\langle p^4\rangle=\frac1{n^4}-\frac4{n^4}+\frac8{(2l+1)n^3}=P(n,l).$$

In the proof, `hnum` and `hden` are the two integrals. Splitting the first into three requires integrability, which `hint` reads off from the moments being positive: Lean assigns the value zero to the integral of a non-integrable function.

```lean
/-- In the nodeless state with `n = l + 1` the mean of `p⁴` is `8/((2l+1)n³) - 3/n⁴`. -/
theorem meanP4_nodeless (l : ℕ) : meanP4 l (nodeless l) = p4Formula (l + 1) l := by
  have hl : (0 : ℝ) < (l : ℝ) + 1 := by positivity
  obtain ⟨c, hcdef⟩ : ∃ c : ℝ, c = 2 / ((l : ℝ) + 1) := ⟨_, rfl⟩
  have hc : 0 < c := by rw [hcdef]; positivity
  let J : ℕ → ℝ := fun k => ∫ r in Ioi (0 : ℝ), r ^ k * Real.exp (-(c * r))
  have hJ (k : ℕ) : J k = k.factorial / c ^ (k + 1) := radial_moment k hc
  have hpos (k : ℕ) : 0 < J k := by rw [hJ]; positivity
  have hint (k : ℕ) :
      Integrable (fun r : ℝ => r ^ k * Real.exp (-(c * r))) (volume.restrict (Ioi 0)) := by
    by_contra h
    exact (hpos k).ne' (integral_undef h)
  -- each moment follows from the one below it
  have hrec (k : ℕ) : J (k + 1) = ((k : ℝ) + 1) * (((l : ℝ) + 1) / 2) * J k := by
    have hci : ((l : ℝ) + 1) / 2 = 1 / c := by rw [hcdef]; field_simp
    rw [hci, hJ, hJ, Nat.factorial_succ, pow_succ c (k + 1)]
    push_cast
    field_simp
  have hexp (r : ℝ) : Real.exp (-r / ((l : ℝ) + 1)) ^ 2 = Real.exp (-(c * r)) := by
    rw [← Real.exp_nat_mul, hcdef]
    congr 1
    push_cast
    ring
  have hden : ∫ r in Ioi (0 : ℝ), nodeless l r ^ 2 = J (2 * l + 1 + 1) := by
    refine setIntegral_congr_fun measurableSet_Ioi fun r _ => ?_
    simp only [nodeless]
    rw [mul_pow, hexp]
    ring
  have hnum : ∫ r in Ioi (0 : ℝ), pSq l (nodeless l) r ^ 2 =
      4 * level (l + 1) ^ 2 * J (2 * l + 1 + 1) + 8 * level (l + 1) * J (2 * l + 1)
        + 4 * J (2 * l) := by
    simp only [J]
    have hsum : Integrable (fun r : ℝ =>
        4 * level (l + 1) ^ 2 * (r ^ (2 * l + 1 + 1) * Real.exp (-(c * r))) +
          8 * level (l + 1) * (r ^ (2 * l + 1) * Real.exp (-(c * r))))
        (volume.restrict (Ioi 0)) :=
      ((hint _).const_mul _).add ((hint _).const_mul _)
    rw [← integral_const_mul, ← integral_const_mul, ← integral_const_mul,
      ← integral_add ((hint _).const_mul _) ((hint _).const_mul _),
      ← integral_add hsum ((hint _).const_mul _)]
    refine setIntegral_congr_fun measurableSet_Ioi fun r hr => ?_
    have hr' : r ≠ 0 := (mem_Ioi.mp hr).ne'
    have hu : nodeless l r ^ 2 = r ^ (2 * l + 1 + 1) * Real.exp (-(c * r)) := by
      rw [nodeless, mul_pow, hexp]
      ring

    rw [pSq_nodeless l hr, mul_pow, hu]
    simp only [pow_succ r (2 * l + 1), pow_succ r (2 * l)]
    field_simp
    ring
  have h0 := (hpos (2 * l)).ne'
  unfold meanP4
  rw [hnum, hden, hrec (2 * l + 1), hrec (2 * l)]
  unfold level p4Formula
  push_cast
  have h3 : 2 * (l : ℝ) + 1 ≠ 0 := by positivity
  have h4 : 2 * (l : ℝ) + 1 + 1 = 2 * (l + 1) := by ring
  rw [h4]
  field_simp
  ring
```

The smallest case is $n=1$, $l=0$, with $u=re^{-r}$. The two integrals are $5/4$ and $1/4$, so $\langle p^4\rangle=5$, in agreement with $8-3$.

## The two shifts at large $n$

From here on $l$ is fixed and $n$ runs through the natural numbers. Both limits are expressed through $y=1/(n-\delta)$, which tends to zero.

```lean
/-- The inverse effective quantum number `1/(n - δ)` vanishes as `n` grows. -/
theorem inv_effective_tendsto (δ : ℝ) :
    Tendsto (fun n : ℕ => ((n : ℝ) - δ)⁻¹) atTop (𝓝 0) := by
  have h : Tendsto (fun n : ℕ => (n : ℝ) + -δ) atTop atTop :=
    tendsto_atTop_add_const_right atTop (-δ) tendsto_natCast_atTop_atTop
  simp only [sub_eq_add_neg]
  exact h.inv_tendsto_atTop
```

The first-order quartic shift is $-b\,P(n,l)$. For $n>0$,

$$n^3\bigl(-b\,P(n,l)\bigr)=-\frac{8b}{2l+1}+\frac{3b}n\;\longrightarrow\;-\frac{8b}{2l+1}.$$

The previous lemma with $\delta=0$ disposes of the last term.

```lean
/-- For fixed `l`, `n³` times `-b` times the closed `p⁴` formula tends to `-8b/(2l+1)`. -/
theorem quartic_shift_tendsto (b : ℝ) (l : ℕ) :
    Tendsto (fun n : ℕ => (n : ℝ) ^ 3 * (-b * p4Formula n l)) atTop
      (𝓝 (-(8 * b / (2 * l + 1)))) := by
  have hp : Tendsto (fun y : ℝ => -(8 * b / (2 * (l : ℝ) + 1)) + 3 * b * y) (𝓝 0)
      (𝓝 (-(8 * b / (2 * l + 1)))) :=
    Continuous.tendsto' (by fun_prop) _ _ (by ring)
  refine (hp.comp (inv_effective_tendsto 0)).congr' ?_
  filter_upwards [eventually_gt_atTop 0] with n hn
  have hn' : (n : ℝ) ≠ 0 := by exact_mod_cast hn.ne'
  have hl : 2 * (l : ℝ) + 1 ≠ 0 := by positivity
  simp only [Function.comp_apply, sub_zero, p4Formula]
  field_simp
  ring
```

A quantum defect replaces $E_n$ by $-1/(2(n-\delta)^2)$, with $\delta$ taken as independent of $n$. Because $ny=1+\delta y$, for $n>0$ and $n>\delta$,

$$n^3\left(\frac1{2n^2}-\frac1{2(n-\delta)^2}\right)=-\delta(ny)^2+\frac{\delta^2}2(ny)\,y=-\delta(1+\delta y)^2+\frac{\delta^2}2(1+\delta y)\,y .$$

This polynomial in $y$ tends to $-\delta$. The `filter_upwards` step restricts attention to sufficiently large $n$, where the denominators are nonzero.

```lean
/-- `n³` times the level shift caused by a quantum defect `δ` tends to `-δ`. -/
theorem defect_shift_tendsto (δ : ℝ) :
    Tendsto (fun n : ℕ => (n : ℝ) ^ 3 * (level (n - δ) - level n)) atTop (𝓝 (-δ)) := by
  -- the scaled shift is a polynomial in y = 1/(n - δ)
  have hp : Tendsto (fun y : ℝ => -δ * (1 + δ * y) ^ 2 + δ ^ 2 / 2 * (1 + δ * y) * y) (𝓝 0)
      (𝓝 (-δ)) := Continuous.tendsto' (by fun_prop) _ _ (by ring)
  refine (hp.comp (inv_effective_tendsto δ)).congr' ?_
  filter_upwards [eventually_gt_atTop 0,
    tendsto_natCast_atTop_atTop.eventually_gt_atTop δ] with n hn hd
  have hn' : (n : ℝ) ≠ 0 := by exact_mod_cast hn.ne'
  have hd' : (n : ℝ) - δ ≠ 0 := (sub_pos.mpr hd).ne'
  simp only [Function.comp_apply, level]
  field_simp
  ring
```

## The matching condition

The next theorem says that some real $L$ is the limit of both scaled shifts if and only if $\delta=8b/(2l+1)$. If such an $L$ exists, uniqueness of limits gives $-8b/(2l+1)=L=-\delta$. Conversely, the stated $\delta$ makes the two known limits equal. For an $s$ series the matched defect is $8b$, and it falls with increasing $l$ as $1/(2l+1)$.

```lean
/-- For fixed `l`, `-b` times the closed `p⁴` formula and the shift by a quantum defect `δ`
have the same limit after scaling by `n³` if and only if `δ = 8b/(2l+1)`. -/
theorem quartic_matches_defect_iff (b δ : ℝ) (l : ℕ) :
    (∃ L : ℝ, Tendsto (fun n : ℕ => (n : ℝ) ^ 3 * (-b * p4Formula n l)) atTop (𝓝 L) ∧
      Tendsto (fun n : ℕ => (n : ℝ) ^ 3 * (level (n - δ) - level n)) atTop (𝓝 L)) ↔
    δ = 8 * b / (2 * l + 1) := by
  constructor
  · rintro ⟨L, h1, h2⟩
    have e1 := tendsto_nhds_unique h1 (quartic_shift_tendsto b l)
    have e2 := tendsto_nhds_unique h2 (defect_shift_tendsto δ)
    linarith
  · intro h
    refine ⟨-δ, ?_, defect_shift_tendsto δ⟩
    rw [h]
    exact quartic_shift_tendsto b l
```

## The mismatch at order $n^{-4}$

With the matched $\delta$, the quartic shift times $n^4$ is $-\delta n+3b$. Subtracting the defect shift times $n^4$ and writing $q=ny=1+\delta y$,

$$3b-\delta n+\delta nq^2-\frac{\delta^2}2q^2=3b+\frac{3\delta^2}2q^2-\delta^3qy\;\longrightarrow\;3b+\frac{3\delta^2}2 ,$$

where $n(q^2-1)=\delta q(q+1)$ and $q=q^2-\delta qy$ were used. For $b>0$ this limit is positive, so the agreement ends at order $n^{-3}$. The term $3\delta^2/2$ is quadratic in $b$ and comes from the quantum-defect formula alone, since the quartic shift is kept here only to first order in $b$.

In the proof, `hb` expresses $b$ through $\delta$, after which the identity is algebra.

```lean
/-- With `δ = 8b/(2l+1)`, the difference between `-b` times the closed `p⁴` formula and the
quantum-defect shift, scaled by `n⁴`, tends to `3b + 3δ²/2`. -/
theorem matched_remainder_tendsto (b δ : ℝ) (l : ℕ) (h : δ = 8 * b / (2 * l + 1)) :
    Tendsto (fun n : ℕ => (n : ℝ) ^ 4 * (-b * p4Formula n l - (level (n - δ) - level n)))
      atTop (𝓝 (3 * b + 3 * δ ^ 2 / 2)) := by
  have hl : 2 * (l : ℝ) + 1 ≠ 0 := by positivity
  have hb : b = δ * (2 * l + 1) / 8 := by rw [h]; field_simp
  have hp : Tendsto (fun y : ℝ => 3 * b + 3 * δ ^ 2 / 2 * (1 + δ * y) ^ 2
      - δ ^ 3 * (1 + δ * y) * y) (𝓝 0) (𝓝 (3 * b + 3 * δ ^ 2 / 2)) :=
    Continuous.tendsto' (by fun_prop) _ _ (by ring)
  refine (hp.comp (inv_effective_tendsto δ)).congr' ?_
  filter_upwards [eventually_gt_atTop 0,
    tendsto_natCast_atTop_atTop.eventually_gt_atTop δ] with n hn hd
  have hn' : (n : ℝ) ≠ 0 := by exact_mod_cast hn.ne'
  have hd' : (n : ℝ) - δ ≠ 0 := (sub_pos.mpr hd).ne'
  simp only [Function.comp_apply, level, p4Formula]
  rw [hb]
  field_simp
  ring

end

end WannierQuarticDefect
```

```lean
#print axioms WannierQuarticDefect.nodeless_schrodinger
#print axioms WannierQuarticDefect.meanP4_nodeless
#print axioms WannierQuarticDefect.quartic_matches_defect_iff
#print axioms WannierQuarticDefect.matched_remainder_tendsto
```

```
'WannierQuarticDefect.nodeless_schrodinger' depends on axioms: [propext, Classical.choice, Quot.sound]
'WannierQuarticDefect.meanP4_nodeless' depends on axioms: [propext, Classical.choice, Quot.sound]
'WannierQuarticDefect.quartic_matches_defect_iff' depends on axioms: [propext, Classical.choice, Quot.sound]
'WannierQuarticDefect.matched_remainder_tendsto' depends on axioms: [propext, Classical.choice, Quot.sound]
```
